# Wick's theorem for the vacuum expectation value of four fermionic operators

## Electron repulsion in a quasiparticle vacuum

Electron repulsion contains products of two creators and two annihilators. In a Slater determinant or a BCS state one can pass to quasiparticle operators that annihilate the state. Each electron operator then becomes a linear combination of quasiparticle annihilators and creators. What is the expectation value of a product of four such combinations?

## Three signed pairings

Let $a_p$ and $c_p$ be the annihilators and creators of finitely many modes, with

$$a_pa_q+a_qa_p=0,\qquad a_pc_q+c_qa_p=\delta_{pq},\qquad \langle c_px,y\rangle=\langle x,a_py\rangle .$$

Let $v$ be a vacuum, so $\|v\|=1$ and $a_pv=0$ for all $p$. For complex coefficients $f_{ip},g_{ip}$ put

$$b_i=\sum_p(f_{ip}a_p+g_{ip}c_p),\qquad G_{ij}=\langle v,b_ib_jv\rangle .$$

Then

$$\langle v,b_1b_2b_3b_4v\rangle=G_{12}G_{34}-G_{13}G_{24}+G_{14}G_{23}.$$

In Lean this is `wick_four`. The modes form the finite type `ι`, and the states form a complex inner product space `H`, on which the operators are everywhere-defined linear maps. `IsCAR` and `IsVacuum` hold the assumptions above. A pair `b` stores the coefficients, with `b.1` for $f$ and `b.2` for $g$; `fieldOp` builds the operator, and `twoPoint` is the expectation value $G$. The inner product is conjugate-linear in its first argument.

The result concerns expectation values in a pure vacuum. Wick's operator identity with normal ordering, time-ordered products and thermal averages are not treated.

The model could also have been a concrete Fock space with occupation-number matrices. The relations would then be computed instead of assumed, but applying the theorem to quasiparticles would require a separate transfer to their operators.

## Carrying the annihilation part to the vacuum

Since $\langle v,c_px\rangle=\overline{\langle c_px,v\rangle}=\overline{\langle x,a_pv\rangle}=0$, only $A_i=\sum_pf_{ip}a_p$ survives in the leftmost operator:

$$\langle v,b_ix\rangle=\langle v,A_ix\rangle .$$

The anticommutation relations give

$$A_ib_j+b_jA_i=\sum_{p,q}f_{ip}g_{jq}\delta_{pq}=\sum_pf_{ip}g_{jp}=:\kappa_{ij}.$$

Because $A_iv=0$ and $\langle v,v\rangle=1$,

$$G_{ij}=\langle v,A_ib_jv\rangle=\kappa_{ij}\langle v,v\rangle-\langle v,b_jA_iv\rangle=\kappa_{ij}.$$

Three moves now give

$$A_1b_2b_3b_4v=\kappa_{12}b_3b_4v-\kappa_{13}b_2b_4v+\kappa_{14}b_2b_3v-b_2b_3b_4A_1v .$$

The last term vanishes. The inner product with $v$ gives the theorem.

For longer strings the same moves contract the first operator with each later one, with alternating sign. A single operator has expectation value zero, and each contraction removes two operators, so every odd string vanishes. Choosing single annihilators and creators in the four-operator formula gives

$$\langle v,a_pa_qc_rc_sv\rangle=\delta_{ps}\delta_{qr}-\delta_{pr}\delta_{qs}.$$

## Direct and exchange terms in Hartree–Fock

Let $d_p$ be electron annihilators and $\gamma_{pq}=\langle d_p^\dagger d_q\rangle$ in a Slater determinant. The pairing $\langle d_p^\dagger d_q^\dagger\rangle$ is zero, so the formula reads

$$\langle d_p^\dagger d_q^\dagger d_sd_r\rangle=\gamma_{pr}\gamma_{qs}-\gamma_{ps}\gamma_{qr}.$$

A Hartree–Fock code contracts these products with the two-electron integrals to obtain the Coulomb and exchange energies of a single determinant.

## The Lean file

```lean
import Mathlib

open Matrix

namespace FermionWick

noncomputable section

variable {ι H : Type*} [DecidableEq ι] [NormedAddCommGroup H] [InnerProductSpace ℂ H]

/-- The annihilators `a p` anticommute with each other, the anticommutator of `a p` and `c q` is the
identity if `p = q` and zero otherwise, and `c p` is adjoint to `a p`. -/
structure IsCAR (a c : ι → H →ₗ[ℂ] H) : Prop where
  ann_ann : ∀ p q x, a p (a q x) + a q (a p x) = 0
  ann_cre : ∀ p q x, a p (c q x) + c q (a p x) = if p = q then x else 0
  adjoint : ∀ p x y, inner ℂ (c p x) y = inner ℂ x (a p y)

/-- A vacuum is a unit vector annihilated by every `a p`. -/
structure IsVacuum (a : ι → H →ₗ[ℂ] H) (v : H) : Prop where
  ann : ∀ p, a p v = 0
  unit : ‖v‖ = 1

variable {a c : ι → H →ₗ[ℂ] H} {v : H}

/-- Creators anticommute with each other. -/
theorem cre_cre (h : IsCAR a c) (p q : ι) (x : H) : c p (c q x) + c q (c p x) = 0 := by
  refine ext_inner_right ℂ fun y => ?_
  rw [inner_add_left, h.adjoint, h.adjoint, h.adjoint, h.adjoint, ← inner_add_right,
    h.ann_ann, inner_zero_right, inner_zero_left]

variable [Fintype ι]

/-- The combination of annihilators with coefficients `f`. -/
def annPart (a : ι → H →ₗ[ℂ] H) (f : ι → ℂ) : H →ₗ[ℂ] H := ∑ p, f p • a p

/-- The combination of all annihilators (coefficients `b.1`) and creators
(coefficients `b.2`). -/
def fieldOp (a c : ι → H →ₗ[ℂ] H) (b : (ι → ℂ) × (ι → ℂ)) : H →ₗ[ℂ] H :=
  ∑ p, (b.1 p • a p + b.2 p • c p)

/-- The inner product of a vector `v` with the result of applying two field operators to `v`, that
of `b'` first. -/
def twoPoint (a c : ι → H →ₗ[ℂ] H) (v : H) (b b' : (ι → ℂ) × (ι → ℂ)) : ℂ :=
  inner ℂ v (fieldOp a c b (fieldOp a c b' v))

/-- The state obtained by applying a list of field operators to `v`, the last one first. -/
def fieldString (a c : ι → H →ₗ[ℂ] H) (v : H) : List ((ι → ℂ) × (ι → ℂ)) → H
  | [] => v
  | b :: L => fieldOp a c b (fieldString a c v L)

/-- Moving an annihilation part past a field operator costs a sign and leaves a scalar. -/
theorem annPart_fieldOp (h : IsCAR a c) (f : ι → ℂ) (b : (ι → ℂ) × (ι → ℂ)) (x : H) :
    annPart a f (fieldOp a c b x) = (f ⬝ᵥ b.2) • x - fieldOp a c b (annPart a f x) := by
  -- first for a single annihilator
  have h1 : ∀ p, a p (fieldOp a c b x) + fieldOp a c b (a p x) = b.2 p • x := by
    intro p
    simp only [fieldOp, LinearMap.sum_apply, LinearMap.add_apply, LinearMap.smul_apply,
      map_sum, map_add, map_smul]
    rw [← Finset.sum_add_distrib]
    calc _ = ∑ q, b.2 q • (if p = q then x else 0) := Finset.sum_congr rfl fun q _ => by
          rw [← h.ann_cre p q x]
          linear_combination (norm := module) b.1 q • h.ann_ann p q x
      _ = b.2 p • x := by simp
  rw [eq_sub_iff_add_eq]
  simp only [annPart, LinearMap.sum_apply, LinearMap.smul_apply, map_sum, map_smul]
  rw [← Finset.sum_add_distrib, dotProduct, Finset.sum_smul]
  refine Finset.sum_congr rfl fun p _ => ?_
  rw [← smul_add, h1, smul_smul]

omit [DecidableEq ι] in
/-- Every combination of annihilators annihilates the vacuum. -/
theorem annPart_vacuum (hv : IsVacuum a v) (f : ι → ℂ) : annPart a f v = 0 := by
  simp [annPart, hv.ann]

/-- Against the vacuum bra, only the annihilation part of a field operator survives. -/
theorem inner_vacuum (h : IsCAR a c) (hv : IsVacuum a v) (b : (ι → ℂ) × (ι → ℂ)) (x : H) :
    inner ℂ v (fieldOp a c b x) = inner ℂ v (annPart a b.1 x) := by
  have hc : ∀ p, inner ℂ v (c p x) = 0 := fun p => by
    rw [← inner_conj_symm, h.adjoint, hv.ann, inner_zero_right, map_zero]
  simp [fieldOp, annPart, LinearMap.sum_apply, hc]

/-- The two-point function pairs the annihilator coefficients of the first operator with
the creator coefficients of the second. -/
theorem twoPoint_eq (h : IsCAR a c) (hv : IsVacuum a v) (b b' : (ι → ℂ) × (ι → ℂ)) :
    twoPoint a c v b b' = b.1 ⬝ᵥ b'.2 := by
  rw [twoPoint, inner_vacuum h hv, annPart_fieldOp h, annPart_vacuum hv, map_zero, sub_zero,
    inner_smul_right, inner_self_eq_norm_sq_to_K, hv.unit]
  simp

/-- Wick theorem for four operators: the vacuum expectation value is the signed sum over
the three pairings. -/
theorem wick_four (h : IsCAR a c) (hv : IsVacuum a v) (b₁ b₂ b₃ b₄ : (ι → ℂ) × (ι → ℂ)) :
    inner ℂ v (fieldOp a c b₁ (fieldOp a c b₂ (fieldOp a c b₃ (fieldOp a c b₄ v)))) =
      twoPoint a c v b₁ b₂ * twoPoint a c v b₃ b₄
        - twoPoint a c v b₁ b₃ * twoPoint a c v b₂ b₄
        + twoPoint a c v b₁ b₄ * twoPoint a c v b₂ b₃ := by
  -- carry the annihilation part of the first operator to the vacuum
  rw [inner_vacuum h hv, annPart_fieldOp h, annPart_fieldOp h, annPart_fieldOp h,
    annPart_vacuum hv, twoPoint_eq h hv b₁ b₂, twoPoint_eq h hv b₁ b₃,
    twoPoint_eq h hv b₁ b₄]
  simp only [map_zero, sub_zero, map_sub, map_smul, inner_sub_right, inner_smul_right,
    twoPoint]
  ring

/-- Wick expansion for any number of operators: the first one is contracted with each of
the others in turn, with alternating sign. -/
theorem wick_expansion (h : IsCAR a c) (hv : IsVacuum a v) (b : (ι → ℂ) × (ι → ℂ))
    (L : List ((ι → ℂ) × (ι → ℂ))) :
    inner ℂ v (fieldString a c v (b :: L)) = ∑ j : Fin L.length,
      (-1 : ℂ) ^ (j : ℕ) * twoPoint a c v b (L.get j) *
        inner ℂ v (fieldString a c v (L.eraseIdx j)) := by
  have key : annPart a b.1 (fieldString a c v L) = ∑ j : Fin L.length,
      ((-1 : ℂ) ^ (j : ℕ) * (b.1 ⬝ᵥ (L.get j).2)) • fieldString a c v (L.eraseIdx j) := by
    induction L with
    | nil => simpa [fieldString] using annPart_vacuum hv b.1
    | cons d L ih =>
      refine Eq.trans ?_ (Fin.sum_univ_succ (n := L.length) _).symm
      change annPart a b.1 (fieldOp a c d (fieldString a c v L)) =
        ((-1 : ℂ) ^ 0 * (b.1 ⬝ᵥ d.2)) • fieldString a c v L + ∑ j : Fin L.length,
          ((-1 : ℂ) ^ ((j : ℕ) + 1) * (b.1 ⬝ᵥ (L.get j).2)) •
            fieldOp a c d (fieldString a c v (L.eraseIdx j))
      rw [annPart_fieldOp h, ih, map_sum, sub_eq_add_neg, ← Finset.sum_neg_distrib,
        pow_zero, one_mul]
      congr 1
      refine Finset.sum_congr rfl fun j _ => ?_
      rw [map_smul, pow_succ]
      module
  rw [fieldString, inner_vacuum h hv, key, inner_sum]
  refine Finset.sum_congr rfl fun j _ => ?_
  rw [inner_smul_right, twoPoint_eq h hv]

/-- The vacuum expectation value of an odd number of field operators is zero. -/
theorem odd_string (h : IsCAR a c) (hv : IsVacuum a v) (L : List ((ι → ℂ) × (ι → ℂ)))
    (hL : Odd L.length) : inner ℂ v (fieldString a c v L) = 0 := by
  obtain ⟨n, hn⟩ := hL
  induction n generalizing L with
  | zero =>
    obtain ⟨b, rfl⟩ := List.length_eq_one_iff.mp hn
    rw [wick_expansion h hv]
    exact Finset.sum_eq_zero fun j _ => j.elim0
  | succ n ih =>
    cases L with
    | nil => exact absurd hn (by simp)
    | cons b L =>
      have hn' : L.length + 1 = 2 * (n + 1) + 1 := hn
      rw [wick_expansion h hv]
      refine Finset.sum_eq_zero fun j _ => ?_
      rw [ih (L.eraseIdx j) (by rw [List.length_eraseIdx_of_lt j.isLt]; omega), mul_zero]

/-- The vacuum expectation value of two annihilators applied after two creators is an
antisymmetrised product of Kronecker deltas. -/
theorem pair_overlap (h : IsCAR a c) (hv : IsVacuum a v) (p q r s : ι) :
    inner ℂ v (a p (a q (c r (c s v)))) =
      (if p = s then 1 else 0) * (if q = r then 1 else 0)
        - (if p = r then 1 else 0) * (if q = s then (1 : ℂ) else 0) := by
  have ha : ∀ p, fieldOp a c (Pi.single p 1, 0) = a p := fun p => by
    simp [fieldOp, Pi.single_apply]
  have hc : ∀ p, fieldOp a c (0, Pi.single p 1) = c p := fun p => by
    simp [fieldOp, Pi.single_apply]
  have hd : ∀ p r : ι, (Pi.single p 1 : ι → ℂ) ⬝ᵥ Pi.single r 1 = if p = r then 1 else 0 :=
    fun p r => by
      simp only [dotProduct, Pi.single_apply, ite_mul, one_mul, zero_mul,
        Finset.sum_ite_eq', Finset.mem_univ, if_true]
  have w := wick_four h hv (Pi.single p 1, 0) (Pi.single q 1, 0)
    (0, Pi.single r 1) (0, Pi.single s 1)
  simp only [twoPoint_eq h hv, hd, dotProduct_zero, zero_dotProduct] at w
  rw [ha, ha, hc, hc] at w
  rw [w]
  ring

/-- The operator on four-component states given by a matrix. -/
def matOp (M : Matrix (Fin 4) (Fin 4) ℂ) :
    EuclideanSpace ℂ (Fin 4) →ₗ[ℂ] EuclideanSpace ℂ (Fin 4) where
  toFun x := WithLp.toLp 2 (M *ᵥ x.ofLp)
  map_add' x y := by simp [Matrix.mulVec_add]
  map_smul' r x := by simp [Matrix.mulVec_smul]

/-- Annihilation matrices of two fermionic modes in the basis 00, 01, 10, 11. -/
def modeMatrix : Fin 2 → Matrix (Fin 4) (Fin 4) ℂ :=
  ![!![0, 0, 1, 0; 0, 0, 0, 1; 0, 0, 0, 0; 0, 0, 0, 0],
    !![0, 1, 0, 0; 0, 0, 0, 0; 0, 0, 0, -1; 0, 0, 0, 0]]

/-- The two-mode matrices and their conjugate transposes obey the anticommutation
relations, and the first basis vector is a vacuum. -/
theorem twoMode_witness :
    IsCAR (fun p => matOp (modeMatrix p)) (fun p => matOp (modeMatrix p)ᴴ) ∧
      IsVacuum (fun p => matOp (modeMatrix p)) (EuclideanSpace.single 0 1) := by
  refine ⟨⟨?_, ?_, ?_⟩, ⟨?_, by simp⟩⟩
  · intro p q x
    ext i
    fin_cases p <;> fin_cases q <;> fin_cases i <;>
      simp [matOp, modeMatrix, dotProduct, Fin.sum_univ_four]
  · intro p q x
    ext i
    fin_cases p <;> fin_cases q <;> fin_cases i <;>
      simp [matOp, modeMatrix, Matrix.mulVec, dotProduct, Fin.sum_univ_four]
  · intro p x y
    fin_cases p <;>
      simp [matOp, modeMatrix, Matrix.mulVec, dotProduct, Fin.sum_univ_four,
        PiLp.inner_apply]
  · intro p
    ext i
    fin_cases p <;> fin_cases i <;>
      simp [matOp, modeMatrix, dotProduct, Fin.sum_univ_four]

end

end FermionWick
```

```lean
#print axioms FermionWick.cre_cre
#print axioms FermionWick.wick_four
#print axioms FermionWick.odd_string
#print axioms FermionWick.pair_overlap
```

```
'FermionWick.cre_cre' depends on axioms: [propext, Classical.choice, Quot.sound]
'FermionWick.wick_four' depends on axioms: [propext, Classical.choice, Quot.sound]
'FermionWick.odd_string' depends on axioms: [propext, Classical.choice, Quot.sound]
'FermionWick.pair_overlap' depends on axioms: [propext, Classical.choice, Quot.sound]
```

## How the Lean proof follows the moves

`inner_vacuum` removes the creators next to the bra. `annPart_fieldOp` proves the anticommutator, first for one annihilator (`h1`), where `linear_combination` uses `ann_ann` to cancel the annihilator terms, and then for the weighted sum. With `annPart_vacuum`, these lemmas give `twoPoint_eq`, the identity $G_{ij}=\kappa_{ij}$.

In `wick_four`, three rewrites with `annPart_fieldOp` are the three moves. The simplifier distributes the inner product over the result, and `ring` collects the signs.

`wick_expansion` proves the corresponding vector identity, `key`, by induction on the list. `Fin.sum_univ_succ` separates the contraction with the first list entry; passing that entry changes the sign of the rest. `odd_string` applies the expansion repeatedly, shortening the string by two each time. `pair_overlap` selects single modes with `Pi.single`.

`cre_cre` derives the creator relations by moving both creators across the inner product. Finally, `twoMode_witness` checks explicit matrices for two modes entry by entry, so the assumptions are satisfied by an actual four-dimensional model. The entry $-1$ in the second mode's matrix supplies the fermionic sign when the first mode is occupied.
